# Matrix elements evolved by the qubit Pauli map obey the Pauli master equation

The map `pauliMap a b c t` keeps the trace part of a 2×2 complex matrix and multiplies its X, Y and Z components by exp(−at), exp(−bt) and exp(−ct). The theorem `master_equation` states that, at every real time t, each matrix element of the evolved matrix has as its time derivative the same element of `generator a b c` applied to the evolved matrix. The starting matrix is arbitrary, so it need not be a normalised state, and a, b and c are any real numbers, so the jump rates in the generator may be negative. The attempt differentiates an explicit sum of a constant and three exponential terms, then uses `convert` to match that result to the claim.

The failing Lean file:

```lean
import Mathlib

open Matrix
open scoped ComplexOrder

namespace PauliSemigroup

noncomputable section

/-- The Pauli matrix X. -/
def sigmaX : Matrix (Fin 2) (Fin 2) ℂ := !![0, 1; 1, 0]

/-- The Pauli matrix Y. -/
def sigmaY : Matrix (Fin 2) (Fin 2) ℂ := !![0, -Complex.I; Complex.I, 0]

/-- The Pauli matrix Z. -/
def sigmaZ : Matrix (Fin 2) (Fin 2) ℂ := !![1, 0; 0, -1]

/-- The factor `exp (-k t)` by which a component with decay rate `k` is multiplied in time `t`. -/
def decay (k t : ℝ) : ℝ := Real.exp (-(k * t))

/-- The qubit map at time `t` that keeps the trace part of a matrix and multiplies its
X, Y and Z components by the decay factors with rates `a`, `b` and `c`. -/
def pauliMap (a b c t : ℝ) : Matrix (Fin 2) (Fin 2) ℂ →ₗ[ℂ] Matrix (Fin 2) (Fin 2) ℂ where
  toFun ρ := (1 / 2 : ℂ) • (trace ρ • (1 : Matrix (Fin 2) (Fin 2) ℂ)
    + ((decay a t : ℂ) * trace (sigmaX * ρ)) • sigmaX
    + ((decay b t : ℂ) * trace (sigmaY * ρ)) • sigmaY
    + ((decay c t : ℂ) * trace (sigmaZ * ρ)) • sigmaZ)
  map_add' ρ τ := by
    simp only [Matrix.mul_add, Matrix.trace_add]
    module
  map_smul' r ρ := by
    simp only [Matrix.mul_smul, Matrix.trace_smul, smul_eq_mul, RingHom.id_apply]
    module

/-- The Pauli generator: jumps X, Y, Z occur with rates `(b+c-a)/4`, `(a+c-b)/4`, `(a+b-c)/4`. -/
def generator (a b c : ℝ) (ρ : Matrix (Fin 2) (Fin 2) ℂ) : Matrix (Fin 2) (Fin 2) ℂ :=
  (((b : ℂ) + c - a) / 4) • (sigmaX * ρ * sigmaX - ρ)
    + (((a : ℂ) + c - b) / 4) • (sigmaY * ρ * sigmaY - ρ)
    + (((a : ℂ) + b - c) / 4) • (sigmaZ * ρ * sigmaZ - ρ)

/-- The decay factor obeys the first-order rate equation. -/
theorem hasDerivAt_decay (k t : ℝ) : HasDerivAt (decay k) (-k * decay k t) t := by
  have h := (((hasDerivAt_id' t).const_mul k).fun_neg).exp
  refine HasDerivAt.congr_deriv (f := decay k) h ?_
  simp only [decay]
  ring

/-- The matrix elements of the evolved matrix in the computational basis. -/
theorem pauliMap_entries (a b c t : ℝ) (ρ : Matrix (Fin 2) (Fin 2) ℂ) :
    pauliMap a b c t ρ =
      !![(ρ 0 0 + ρ 1 1 + decay c t * (ρ 0 0 - ρ 1 1)) / 2,
         (decay a t * (ρ 0 1 + ρ 1 0) + decay b t * (ρ 0 1 - ρ 1 0)) / 2;
         (decay a t * (ρ 0 1 + ρ 1 0) - decay b t * (ρ 0 1 - ρ 1 0)) / 2,
         (ρ 0 0 + ρ 1 1 - decay c t * (ρ 0 0 - ρ 1 1)) / 2] := by
  have hX : trace (sigmaX * ρ) = ρ 1 0 + ρ 0 1 := by
    simp only [Matrix.trace_fin_two, Matrix.mul_apply, Fin.sum_univ_two]
    simp [sigmaX]
  have hY : trace (sigmaY * ρ) = Complex.I * (ρ 0 1 - ρ 1 0) := by
    simp only [Matrix.trace_fin_two, Matrix.mul_apply, Fin.sum_univ_two]
    simp [sigmaY]
    ring
  have hZ : trace (sigmaZ * ρ) = ρ 0 0 - ρ 1 1 := by
    simp only [Matrix.trace_fin_two, Matrix.mul_apply, Fin.sum_univ_two]
    simp [sigmaZ, sub_eq_add_neg]
  simp only [pauliMap, LinearMap.coe_mk, AddHom.coe_mk, hX, hY, hZ]
  ext i j
  fin_cases i <;> fin_cases j <;>
    simp [sigmaX, sigmaY, sigmaZ, Matrix.trace_fin_two] <;>
    first
    | ring1
    | (ring_nf; simp only [Complex.I_sq]; ring1)

/-- Every matrix element of the evolved matrix obeys the Pauli master equation. -/
theorem master_equation (a b c t : ℝ) (ρ : Matrix (Fin 2) (Fin 2) ℂ) (i j : Fin 2) :
    HasDerivAt (fun s => pauliMap a b c s ρ i j)
      (generator a b c (pauliMap a b c t ρ) i j) t := by
  have h := ((((hasDerivAt_decay a t).ofReal_comp.mul_const
      (trace (sigmaX * ρ) * sigmaX i j / 2)).fun_add
    ((hasDerivAt_decay b t).ofReal_comp.mul_const
      (trace (sigmaY * ρ) * sigmaY i j / 2))).fun_add
    ((hasDerivAt_decay c t).ofReal_comp.mul_const
      (trace (sigmaZ * ρ) * sigmaZ i j / 2))).const_add
    (trace ρ * (1 : Matrix (Fin 2) (Fin 2) ℂ) i j / 2)
  convert h using 1
  · funext s
    simp only [pauliMap, LinearMap.coe_mk, AddHom.coe_mk, Matrix.smul_apply,
      Matrix.add_apply, smul_eq_mul]
    ring
  · rw [pauliMap_entries]
    fin_cases i <;> fin_cases j <;>
      simp [generator, sigmaX, sigmaY, sigmaZ, Matrix.trace_fin_two, Matrix.mul_apply,
        Fin.sum_univ_two] <;>
      first
      | ring1
      | (ring_nf; simp only [Complex.I_sq]; ring1)

end

end PauliSemigroup
```

The compiler's answer:

```
Main.lean:86:4: error: Tactic `apply` failed: could not unify the conclusion of `@funext`
  ?f = ?g
with the goal
  Complex.addCommGroup = Complex.instNormedAddCommGroup.toAddCommGroup

Note: The full type of `@funext` is
  ∀ {α : Sort ?u.95} {β : α → Sort ?u.94} {f g : (x : α) → β x}, (∀ (x : α), f x = g x) → f = g

case e'_4
a b c t : ℝ
ρ : Matrix (Fin 2) (Fin 2) ℂ
i j : Fin 2
h :
  HasDerivAt
    (fun x =>
      ρ.trace * 1 i j / 2 +
        (↑(decay a x) * ((sigmaX * ρ).trace * sigmaX i j / 2) + ↑(decay b x) * ((sigmaY * ρ).trace * sigmaY i j / 2) +
          ↑(decay c x) * ((sigmaZ * ρ).trace * sigmaZ i j / 2)))
    (↑(-a * decay a t) * ((sigmaX * ρ).trace * sigmaX i j / 2) +
        ↑(-b * decay b t) * ((sigmaY * ρ).trace * sigmaY i j / 2) +
      ↑(-c * decay c t) * ((sigmaZ * ρ).trace * sigmaZ i j / 2))
    t
⊢ Complex.addCommGroup = Complex.instNormedAddCommGroup.toAddCommGroup
Main.lean:90:8: error: Tactic `rewrite` failed: Did not find an occurrence of the pattern
  (pauliMap ?a ?b ?c ?t) ?ρ
in the target expression
  (fun s => (pauliMap a b c s) ρ i j) = fun x =>
    ρ.trace * 1 i j / 2 +
      (↑(decay a x) * ((sigmaX * ρ).trace * sigmaX i j / 2) + ↑(decay b x) * ((sigmaY * ρ).trace * sigmaY i j / 2) +
        ↑(decay c x) * ((sigmaZ * ρ).trace * sigmaZ i j / 2))

case e'_8
a b c t : ℝ
ρ : Matrix (Fin 2) (Fin 2) ℂ
i j : Fin 2
h :
  HasDerivAt
    (fun x =>
      ρ.trace * 1 i j / 2 +
        (↑(decay a x) * ((sigmaX * ρ).trace * sigmaX i j / 2) + ↑(decay b x) * ((sigmaY * ρ).trace * sigmaY i j / 2) +
          ↑(decay c x) * ((sigmaZ * ρ).trace * sigmaZ i j / 2)))
    (↑(-a * decay a t) * ((sigmaX * ρ).trace * sigmaX i j / 2) +
        ↑(-b * decay b t) * ((sigmaY * ρ).trace * sigmaY i j / 2) +
      ↑(-c * decay c t) * ((sigmaZ * ρ).trace * sigmaZ i j / 2))
    t
⊢ (fun s => (pauliMap a b c s) ρ i j) = fun x =>
    ρ.trace * 1 i j / 2 +
      (↑(decay a x) * ((sigmaX * ρ).trace * sigmaX i j / 2) + ↑(decay b x) * ((sigmaY * ρ).trace * sigmaY i j / 2) +
        ↑(decay c x) * ((sigmaZ * ρ).trace * sigmaZ i j / 2))

Note: The target expression is not type-correct under the `implicit` transparency level, which may have triggered the failure. This is usually caused by unfolding of semireducible definitions in prior tactic steps. Use `set_option linter.tacticCheckInstances true` to investigate the source of the issue.
Full error:
  function expected
    (pauliMap a b c s) ρ i
Main.lean:77:54: error: unsolved goals
case e'_9
a b c t : ℝ
ρ : Matrix (Fin 2) (Fin 2) ℂ
i j : Fin 2
h :
  HasDerivAt
    (fun x =>
      ρ.trace * 1 i j / 2 +
        (↑(decay a x) * ((sigmaX * ρ).trace * sigmaX i j / 2) + ↑(decay b x) * ((sigmaY * ρ).trace * sigmaY i j / 2) +
          ↑(decay c x) * ((sigmaZ * ρ).trace * sigmaZ i j / 2)))
    (↑(-a * decay a t) * ((sigmaX * ρ).trace * sigmaX i j / 2) +
        ↑(-b * decay b t) * ((sigmaY * ρ).trace * sigmaY i j / 2) +
      ↑(-c * decay c t) * ((sigmaZ * ρ).trace * sigmaZ i j / 2))
    t
⊢ generator a b c ((pauliMap a b c t) ρ) i j =
    ↑(-a * decay a t) * ((sigmaX * ρ).trace * sigmaX i j / 2) +
        ↑(-b * decay b t) * ((sigmaY * ρ).trace * sigmaY i j / 2) +
      ↑(-c * decay c t) * ((sigmaZ * ρ).trace * sigmaZ i j / 2)
```

Lean accepts the file once it reads:

```diff
@@ -83,13 +83,15 @@
       (trace (sigmaZ * ρ) * sigmaZ i j / 2))).const_add
     (trace ρ * (1 : Matrix (Fin 2) (Fin 2) ℂ) i j / 2)
-  convert h using 1
-  · funext s
-    simp only [pauliMap, LinearMap.coe_mk, AddHom.coe_mk, Matrix.smul_apply,
+  refine HasDerivAt.congr_of_eventuallyEq (h.congr_deriv ?_)
+    (Filter.Eventually.of_forall fun s => ?_)
+  rotate_left
+  · simp only [pauliMap, LinearMap.coe_mk, AddHom.coe_mk, Matrix.smul_apply,
       Matrix.add_apply, smul_eq_mul]
     ring
   · rw [pauliMap_entries]
+    simp only [generator, Matrix.add_apply, Matrix.sub_apply, Matrix.smul_apply, smul_eq_mul,
+      Matrix.trace_fin_two, Matrix.mul_apply, Fin.sum_univ_two]
     fin_cases i <;> fin_cases j <;>
-      simp [generator, sigmaX, sigmaY, sigmaZ, Matrix.trace_fin_two, Matrix.mul_apply,
-        Fin.sum_univ_two] <;>
+      simp [sigmaX, sigmaY, sigmaZ] <;>
       first
       | ring1
```

Diagnosis. The proof has two bullets after `convert h using 1`, but `convert` leaves three goals. The extra one comes first and equates two additive group structures on ℂ, one used in the claim and one in `h`. They agree once their definitions are unfolded, but `convert` does not unfold them far enough to see this, so it leaves the equality as a goal. That goal takes the bullet meant for the functions, and `funext` fails because the two sides are not functions.

The function equality then falls to the bullet meant for the derivatives. There `rw [pauliMap_entries]` finds no match, because the time `s` is bound by `fun s` and `rw` cannot rewrite a term that depends on a bound variable. This is enough to stop the rewrite, whatever the part played by the transparency problem in Lean's note. The derivative equality has no bullet left and is reported as unsolved.

The repair replaces `convert` with `refine`, using `HasDerivAt.congr_of_eventuallyEq` and `h.congr_deriv`. Lean now matches the two group structures by unfolding while it checks the term, so only the two intended equalities remain. `rotate_left` puts the function equality first, and `s` is already introduced, so `funext` goes. In the derivative goal the time is the fixed `t`, so `rw [pauliMap_entries]` can match. The new `simp only` expands the generator and matrix products before the split into entries; no message shows whether this was needed, since the old `simp` never reached the derivative goal.
